# A Chebyshev bound for MINRES on a spectrum $a\le|\mu|\le b$, with a step count growing like $b/a$

Let $A$ be a symmetric operator on a finite-dimensional real inner product space, and let every eigenvalue $\mu$ of $A$ satisfy $a\le|\mu|\le b$, where $0<a<b$. Write $K_m(A,f)$ for the Krylov space spanned by $f,Af,\dots,A^{m-1}f$. For every vector $f$ and every integer $k\ge 0$, some $x\in K_{2k}(A,f)$ satisfies

$$\|f-Ax\|\le 2\left(\frac{b-a}{b+a}\right)^k\|f\|.$$

For the system $Ax=f$, a MINRES iterate after $2k$ steps from zero has the least residual norm in $K_{2k}(A,f)$. Its residual norm is therefore at most $\varepsilon\|f\|$, for $\varepsilon>0$, once $k\ge\frac{b+a}{2a}\log\frac2\varepsilon$. Conversely, the factor $2\left(\frac{b-a}{b+a}\right)^k$ is at most $\varepsilon$ only if $k\ge\frac{b-a}{2a}\log\frac2\varepsilon$. For fixed $\varepsilon<2$ and large $b/a$, the number of steps that this guarantee asks for grows like $b/a$.

Such systems arise when interior eigenstates of a finite real symmetric Hamiltonian matrix $H$ are sought by solving with $A=H-\sigma I$, the shift $\sigma$ lying strictly between two neighbouring levels. Then $a$ is a lower bound on the distance from $\sigma$ to the nearest level, and $b$ an upper bound on the distance to the farthest.

## From residuals to a polynomial on two bands

Let $p$ be a polynomial of degree at most $m$ with $p(0)=1$. Then $p(t)=1+t\,g(t)$ for a polynomial $g$ that is zero or has degree at most $m-1$. The vector $x=-g(A)f$ lies in $K_m(A,f)$, and

$$f-Ax=f+A\,g(A)f=p(A)f.$$

To bound this residual, take an orthonormal eigenbasis $u_i$ with $Au_i=\mu_iu_i$. If $|p(\mu_i)|\le M$ for all $i$, with $M\ge 0$, then

$$\|p(A)f\|^2=\sum_i p(\mu_i)^2\langle u_i,f\rangle^2\le M^2\|f\|^2.$$

It remains to find a polynomial that is one at zero and small on both bands. Define

$$r=\frac{b+a}{b-a},\qquad s=\frac{b-a}{b+a},\qquad q(t)=\frac{a^2+b^2-2t^2}{b^2-a^2}.$$

When $a\le|t|\le b$, we have $a^2\le t^2\le b^2$, and so $-1\le q(t)\le1$. Moreover $rs=1$ and

$$q(0)=\frac{a^2+b^2}{b^2-a^2}=\frac{(b+a)^2+(b-a)^2}{2(b-a)(b+a)}=\frac{r+s}{2}.$$

The Chebyshev polynomials are given by $T_0(y)=1$, $T_1(y)=y$ and $T_{n+2}(y)=2y\,T_{n+1}(y)-T_n(y)$. At $y=(r+s)/2$ they take the value $T_k(y)=(r^k+s^k)/2$. This is clear for $k=0$ and $k=1$, and the recurrence carries it on, because $rs=1$ gives

$$(r+s)\frac{r^{n+1}+s^{n+1}}2-\frac{r^n+s^n}2=\frac{r^{n+2}+s^{n+2}}2.$$

Now set $p(t)=T_k(q(t))/T_k(q(0))$. Its degree is at most $2k$, and $p(0)=1$. Since $T_k(\cos\theta)=\cos k\theta$, the numerator is at most one in size on the bands, so there

$$|p(t)|\le\frac{2}{r^k+s^k}\le\frac2{r^k}=2s^k.$$

With $m=2k$ and $M=2s^k$, this proves the residual bound. A minimiser over $K_{2k}(A,f)$ has a residual no larger than that of this $x$.

Both step counts come from $1+z\le e^z$. First, $s=1-\frac{2a}{b+a}\le e^{-2a/(b+a)}$. If $k\ge\frac{b+a}{2a}\log\frac2\varepsilon$, then

$$s^k\le e^{-2ak/(b+a)}\le\frac{\varepsilon}{2}.$$

In the other direction, $2s^k\le\varepsilon$ means $2/\varepsilon\le r^k$. Since $r=1+\frac{2a}{b-a}\le e^{2a/(b-a)}$, taking logarithms gives $\log\frac2\varepsilon\le\frac{2ak}{b-a}$.

This lower count concerns the guarantee and not each solve: if $f$ is an eigenvector, one step gives the solution.

**A spectrum on one side.** If all eigenvalues lie in $[a,b]$, no folding is needed. The linear map $t\mapsto(a+b-2t)/(b-a)$ takes the place of $q$, and $r=(\sqrt b+\sqrt a)/(\sqrt b-\sqrt a)$ with $s=1/r$. The same argument, done here by hand only, gives some $x\in K_k(A,f)$ with residual at most $2\left(\frac{\sqrt b-\sqrt a}{\sqrt b+\sqrt a}\right)^k\|f\|$. The corresponding step count grows like $\sqrt{b/a}$.

## The operator, its spectrum and the iterate in Lean

The vectors live in a real inner product space `E`. Finite dimension is added only in the theorems that use an eigenbasis.

```lean
import Mathlib

open Polynomial

namespace MinresIndefinite

variable {E : Type*} [NormedAddCommGroup E] [InnerProductSpace ℝ E]
```

The operator is a linear map `A : Module.End ℝ E`. The index `i : Fin m` runs from $0$ to $m-1$, so `krylov A f 0` contains only the zero vector.

```lean
/-- The Krylov space `K_m(A, f)`, spanned by `f, A f, …, A^(m-1) f`. -/
def krylov (A : Module.End ℝ E) (f : E) (m : ℕ) : Submodule ℝ E :=
  Submodule.span ℝ (Set.range fun i : Fin m => (A ^ (i : ℕ)) f)
```

The next condition is on the actual eigenvalues of `A`. It allows either band to be empty, so definite operators are included, and it doesn't ask that $a$ or $b$ be attained.

```lean
/-- Every eigenvalue `μ` of `A` satisfies `a ≤ |μ| ≤ b`. For `a ≥ 0` this says that it lies in one
of the two bands `[-b, -a]` and `[a, b]`. -/
def SpectrumInBands (A : Module.End ℝ E) (a b : ℝ) : Prop :=
  ∀ μ : ℝ, Module.End.HasEigenvalue A μ → a ≤ |μ| ∧ |μ| ≤ b
```

A MINRES iterate is specified by what it minimises, with zero as the starting vector. The Lanczos recurrence that computes it, and the rounding errors of that recurrence, are not modelled.

```lean
/-- For symmetric `A`, this says that `x` is an `m`-step MINRES iterate for `A x = f`, started from
zero: it lies in the Krylov space `K_m(A, f)` and has the least residual norm there. -/
def IsMinresIterate (A : Module.End ℝ E) (f : E) (m : ℕ) (x : E) : Prop :=
  x ∈ krylov A f m ∧ ∀ y ∈ krylov A f m, ‖f - A x‖ ≤ ‖f - A y‖
```

## Polynomials of the operator

In the first lemma `p.divX` is $g$, and `aeval A p` is $p(A)$. The first bullet shows that $g(A)f$ is in the Krylov space: a term with `i < m` is a multiple of a spanning vector, and any other term has coefficient zero by the degree bound. The second bullet applies $p=1+Xg$ to $A$ and $f$.

```lean
/-- Each polynomial `p` of degree at most `m` with `p(0) = 1` gives a residual `p(A) f`
that is reached by some vector of the Krylov space `K_m(A, f)`. -/
theorem exists_krylov_residual (A : Module.End ℝ E) (f : E) {m : ℕ} {p : ℝ[X]}
    (hdeg : p.natDegree ≤ m) (hp : p.eval 0 = 1) :
    ∃ x ∈ krylov A f m, f - A x = aeval A p f := by
  refine ⟨-(aeval A p.divX f), neg_mem ?_, ?_⟩
  · rw [aeval_eq_sum_range, LinearMap.sum_apply]
    refine Submodule.sum_mem _ fun i _ => ?_
    rw [LinearMap.smul_apply]
    by_cases hi : i < m
    · exact Submodule.smul_mem _ _ (Submodule.subset_span ⟨⟨i, hi⟩, rfl⟩)
    · rw [coeff_divX, coeff_eq_zero_of_natDegree_lt (by omega), zero_smul]
      exact zero_mem _
  · -- split off the constant term: p = X g + 1, where g is p.divX
    have h0 : p.coeff 0 = 1 := by rw [coeff_zero_eq_eval_zero, hp]
    have h : X * p.divX + 1 = p := by
      have h1 := divX_mul_X_add p
      rw [h0, C_1, mul_comm] at h1
      exact h1
    have h2 := congrArg (fun q : ℝ[X] => aeval A q f) h
    simp only [map_add, map_mul, aeval_X, map_one, LinearMap.add_apply,
      Module.End.mul_apply, Module.End.one_apply] at h2
    rw [map_neg, sub_neg_eq_add, add_comm]
    exact h2
```

The component formula $\langle u,p(A)v\rangle=p(\mu)\langle u,v\rangle$ is proved first for powers, by induction. Symmetry moves one factor of $A$ onto $u$, where it becomes $\mu$. Summing over the coefficients of $p$ gives the general case.

```lean
/-- For symmetric `A` with `A u = μ u`, the component of `p(A) v` along `u` is `p(μ)` times
the component of `v`. -/
theorem inner_aeval {A : Module.End ℝ E} (hA : LinearMap.IsSymmetric A) {u : E} {μ : ℝ}
    (hu : A u = μ • u) (p : ℝ[X]) (v : E) :
    inner ℝ u (aeval A p v) = p.eval μ * inner ℝ u v := by
  have hpow : ∀ (n : ℕ) (w : E), inner ℝ u ((A ^ n) w) = μ ^ n * inner ℝ u w := by
    intro n
    induction n with
    | zero => intro w; simp
    | succ n ih =>
      intro w
      rw [pow_succ, Module.End.mul_apply, ih, ← hA u w, hu, real_inner_smul_left]
      ring
  rw [aeval_eq_sum_range, eval_eq_sum_range, LinearMap.sum_apply, inner_sum, Finset.sum_mul]
  refine Finset.sum_congr rfl fun i _ => ?_
  rw [LinearMap.smul_apply, real_inner_smul_right, hpow]
  ring
```

In the norm bound, `e` is the orthonormal eigenbasis. The step `key` compares the squared norms component by component, as in the sum over $i$ above, and the last line removes the squares.

```lean
/-- On a finite-dimensional space, if `|p(μ)| ≤ M` at every eigenvalue of a symmetric `A`, with
`M ≥ 0`, then `p(A)` lengthens no vector by more than the factor `M`. -/
theorem norm_aeval_le [FiniteDimensional ℝ E] {A : Module.End ℝ E}
    (hA : LinearMap.IsSymmetric A) {p : ℝ[X]} {M : ℝ} (hM : 0 ≤ M)
    (h : ∀ μ : ℝ, Module.End.HasEigenvalue A μ → |p.eval μ| ≤ M) (v : E) :
    ‖aeval A p v‖ ≤ M * ‖v‖ := by
  let e := hA.eigenvectorBasis rfl
  have key : ‖aeval A p v‖ ^ 2 ≤ (M * ‖v‖) ^ 2 := by
    -- compare the two vectors component by component in the eigenbasis
    rw [mul_pow, ← e.repr.norm_map (aeval A p v), ← e.repr.norm_map v,
      EuclideanSpace.norm_sq_eq, EuclideanSpace.norm_sq_eq, Finset.mul_sum]
    refine Finset.sum_le_sum fun i _ => ?_
    have hu : A (e i) = hA.eigenvalues rfl i • e i := hA.apply_eigenvectorBasis rfl i
    have hi := h (hA.eigenvalues rfl i) (hA.hasEigenvalue_eigenvalues rfl i)
    rw [← Real.norm_eq_abs] at hi
    rw [e.repr_apply_apply, e.repr_apply_apply, inner_aeval hA hu p v, norm_mul, mul_pow]
    exact mul_le_mul_of_nonneg_right (pow_le_pow_left₀ (norm_nonneg _) hi 2) (sq_nonneg _)
  exact (sq_le_sq₀ (norm_nonneg _) (by positivity)).mp key
```

## The Chebyshev polynomial on both bands

Degree and value are proved together by a two-step induction that follows the recurrence. The final `linear_combination` uses $rs=1$.

```lean
/-- The Chebyshev polynomial `T_k` has degree at most `k`, and at `(r + s)/2` with `r s = 1`
it takes the value `(r^k + s^k)/2`. -/
theorem chebyshev_degree_and_value {r s : ℝ} (hrs : r * s = 1) (k : ℕ) :
    (Polynomial.Chebyshev.T ℝ (k : ℤ)).natDegree ≤ k ∧
      (Polynomial.Chebyshev.T ℝ (k : ℤ)).eval ((r + s) / 2) = (r ^ k + s ^ k) / 2 := by
  induction k using Nat.twoStepInduction with
  | zero => simp
  | one => simp
  | more n h0 h1 =>
    push_cast at h1 ⊢
    rw [Polynomial.Chebyshev.T_add_two]
    constructor
    · have h2 : (2 * X : ℝ[X]).natDegree ≤ 1 := by compute_degree
      have h3 := natDegree_mul_le (p := (2 * X : ℝ[X]))
        (q := Polynomial.Chebyshev.T ℝ ((n : ℤ) + 1))
      refine (natDegree_sub_le _ _).trans (max_le ?_ ?_)
      · have := h1.1
        omega
      · have := h0.1
        omega
    · have h2 : (2 * X : ℝ[X]).eval ((r + s) / 2) = r + s := by
        rw [eval_mul, eval_X, eval_ofNat]
        ring
      rw [eval_sub, eval_mul, h2, h1.2, h0.2]
      linear_combination (r ^ n + s ^ n) / 2 * hrs
```

The construction of $p$ keeps the names `r`, `s` and `q`. Here `hc` computes $(r+s)/2$, while `hl` and `hu` place $q(t)$ in $[-1,1]$. The bound `hT` comes from writing $q(t)$ as a cosine. The estimate `hinv` is $2/(r^k+s^k)\le2s^k$, obtained from $s^k(r^k+s^k)=1+s^{2k}\ge1$.

```lean
/-- For `0 < a < b` there is a polynomial of degree at most `2k`, equal to one at zero, that is
at most `2 ((b-a)/(b+a))^k` in size on both bands `a ≤ |t| ≤ b`. -/
theorem exists_two_band_polynomial {a b : ℝ} (ha : 0 < a) (hab : a < b) (k : ℕ) :
    ∃ p : ℝ[X], p.natDegree ≤ 2 * k ∧ p.eval 0 = 1 ∧
      ∀ t : ℝ, a ≤ |t| → |t| ≤ b → |p.eval t| ≤ 2 * ((b - a) / (b + a)) ^ k := by
  have hm : 0 < b - a := sub_pos.mpr hab
  have hp : 0 < b + a := by linarith
  have hd : 0 < b ^ 2 - a ^ 2 := by nlinarith
  obtain ⟨r, hr⟩ : ∃ r, r = (b + a) / (b - a) := ⟨_, rfl⟩
  obtain ⟨s, hs⟩ : ∃ s, s = (b - a) / (b + a) := ⟨_, rfl⟩
  have hr0 : 0 < r := by rw [hr]; positivity
  have hs0 : 0 < s := by rw [hs]; positivity
  have hrs : r * s = 1 := by rw [hr, hs]; field_simp
  have hc : (r + s) / 2 = (a ^ 2 + b ^ 2) / (b ^ 2 - a ^ 2) := by
    have hf : b ^ 2 - a ^ 2 = (b - a) * (b + a) := by ring
    rw [hr, hs, hf]
    field_simp
    ring
  obtain ⟨hdeg, hval⟩ := chebyshev_degree_and_value hrs k
  have hD : 0 < (r ^ k + s ^ k) / 2 := by positivity
  -- the quadratic q folds both bands onto [-1, 1]
  let q : ℝ[X] := C ((r + s) / 2) - C (2 / (b ^ 2 - a ^ 2)) * X ^ 2
  have hq : ∀ t, q.eval t = (r + s) / 2 - 2 / (b ^ 2 - a ^ 2) * t ^ 2 := by
    intro t
    simp only [q, eval_sub, eval_mul, eval_C, eval_pow, eval_X]
  have hqdeg : q.natDegree ≤ 2 := by
    simp only [q]
    compute_degree
  refine ⟨C ((r ^ k + s ^ k) / 2)⁻¹ * (Polynomial.Chebyshev.T ℝ (k : ℤ)).comp q, ?_, ?_, ?_⟩
  · calc _ ≤ ((Polynomial.Chebyshev.T ℝ (k : ℤ)).comp q).natDegree := natDegree_C_mul_le _ _
      _ ≤ (Polynomial.Chebyshev.T ℝ (k : ℤ)).natDegree * q.natDegree := natDegree_comp_le
      _ ≤ k * 2 := Nat.mul_le_mul hdeg hqdeg
      _ = 2 * k := mul_comm _ _
  · have h0 : q.eval 0 = (r + s) / 2 := by rw [hq]; ring
    rw [eval_mul, eval_C, eval_comp, h0, hval]
    exact inv_mul_cancel₀ hD.ne'
  · intro t hat htb
    have h1 : a ^ 2 ≤ t ^ 2 := by
      rw [← sq_abs t]; exact pow_le_pow_left₀ ha.le hat 2
    have h2 : t ^ 2 ≤ b ^ 2 := by
      rw [← sq_abs t]; exact pow_le_pow_left₀ (abs_nonneg t) htb 2
    have hy : q.eval t = (a ^ 2 + b ^ 2 - 2 * t ^ 2) / (b ^ 2 - a ^ 2) := by
      rw [hq, hc]; ring
    have hl : -1 ≤ q.eval t := by rw [hy, le_div_iff₀ hd]; linarith
    have hu : q.eval t ≤ 1 := by rw [hy, div_le_iff₀ hd]; linarith
    have hT : |(Polynomial.Chebyshev.T ℝ (k : ℤ)).eval (q.eval t)| ≤ 1 := by
      rw [← Real.cos_arccos hl hu, Polynomial.Chebyshev.T_real_cos]
      exact Real.abs_cos_le_one _
    have hinv : ((r ^ k + s ^ k) / 2)⁻¹ ≤ 2 * s ^ k := by
      have hk : r ^ k * s ^ k = 1 := by rw [← mul_pow, hrs, one_pow]
      rw [← one_div, div_le_iff₀ hD]
      nlinarith [sq_nonneg (s ^ k)]
    rw [eval_mul, eval_C, eval_comp, abs_mul, abs_of_pos (inv_pos.mpr hD), ← hs]
    exact (mul_le_of_le_one_right (inv_pos.mpr hD).le hT).trans hinv
```

## The residual bound and the step counts

The main bound joins the three results: the two-band polynomial supplies `p`, the Krylov lemma turns it into `x`, and `norm_aeval_le` bounds the residual. The hypothesis `LinearMap.IsSymmetric A` says that $\langle Au,v\rangle=\langle u,Av\rangle$ for all $u,v$.

```lean
/-- For symmetric `A` on a finite-dimensional space, with all eigenvalues in `a ≤ |μ| ≤ b`,
`0 < a < b`, some `x` in `K_(2k)(A, f)` has residual norm at most `2 ((b-a)/(b+a))^k ‖f‖`. -/
theorem exists_krylov_residual_le [FiniteDimensional ℝ E] {A : Module.End ℝ E}
    (hA : LinearMap.IsSymmetric A) {a b : ℝ} (ha : 0 < a) (hab : a < b)
    (hspec : SpectrumInBands A a b) (f : E) (k : ℕ) :
    ∃ x ∈ krylov A f (2 * k), ‖f - A x‖ ≤ 2 * ((b - a) / (b + a)) ^ k * ‖f‖ := by
  obtain ⟨p, hdeg, hp0, hp⟩ := exists_two_band_polynomial ha hab k
  obtain ⟨x, hx, hres⟩ := exists_krylov_residual A f hdeg hp0
  have hm : 0 < b - a := sub_pos.mpr hab
  have hs : 0 < b + a := by linarith
  refine ⟨x, hx, ?_⟩
  rw [hres]
  exact norm_aeval_le hA (by positivity) (fun μ hμ => hp μ (hspec μ hμ).1 (hspec μ hμ).2) f
```

For the sufficient count, `x` is any vector satisfying `IsMinresIterate A f (2 * k) x`. The number `k` counts pairs of steps. The proof takes the exponential bound on $s$ in `h1`, rearranges the assumption on `k` in `h2`, and reaches $s^k\le\varepsilon/2$ in `h3`. The minimising property `hx.2` then compares `x` with the vector `y` supplied by the main bound.

```lean
/-- For symmetric `A` on a finite-dimensional space, with all eigenvalues in `a ≤ |μ| ≤ b`,
`0 < a < b`, and for `ε > 0`, a MINRES iterate after `2k` steps has residual norm at most `ε ‖f‖`
once `k ≥ (b+a)/(2a) · log(2/ε)`. -/
theorem minres_steps_sufficient [FiniteDimensional ℝ E] {A : Module.End ℝ E}
    (hA : LinearMap.IsSymmetric A) {a b ε : ℝ} (ha : 0 < a) (hab : a < b) (hε : 0 < ε)
    (hspec : SpectrumInBands A a b) {f x : E} {k : ℕ}
    (hx : IsMinresIterate A f (2 * k) x)
    (hk : (b + a) / (2 * a) * Real.log (2 / ε) ≤ k) :
    ‖f - A x‖ ≤ ε * ‖f‖ := by
  obtain ⟨y, hy, hres⟩ := exists_krylov_residual_le hA ha hab hspec f k
  have hm : 0 < b - a := sub_pos.mpr hab
  have hs : 0 < b + a := by linarith
  -- the base (b-a)/(b+a) of the guaranteed factor is at most exp(-2a/(b+a))
  have h1 : (b - a) / (b + a) ≤ Real.exp (-(2 * a / (b + a))) := by
    have h := Real.add_one_le_exp (-(2 * a / (b + a)))
    have he : (b - a) / (b + a) = -(2 * a / (b + a)) + 1 := by
      field_simp
      ring
    rwa [he]
  have h2 : Real.log (2 / ε) ≤ k * (2 * a / (b + a)) := by
    calc Real.log (2 / ε)
        = (b + a) / (2 * a) * Real.log (2 / ε) * (2 * a / (b + a)) := by field_simp
      _ ≤ k * (2 * a / (b + a)) := mul_le_mul_of_nonneg_right hk (by positivity)
  have h3 : ((b - a) / (b + a)) ^ k ≤ ε / 2 := by
    calc ((b - a) / (b + a)) ^ k ≤ Real.exp (-(2 * a / (b + a))) ^ k :=
          pow_le_pow_left₀ (by positivity) h1 k
      _ = Real.exp (k * -(2 * a / (b + a))) := (Real.exp_nat_mul _ _).symm
      _ ≤ Real.exp (-Real.log (2 / ε)) := Real.exp_le_exp.mpr (by linarith)
      _ = ε / 2 := by rw [Real.exp_neg, Real.exp_log (by positivity), inv_div]
  exact ((hx.2 y hy).trans hres).trans
    (mul_le_mul_of_nonneg_right (by linarith) (norm_nonneg f))
```

The last theorem has no operator in it, only the numbers $a$, $b$, $\varepsilon$ and $k$. Its steps `h1`, `h2` and `h3` are the bound $r\le e^{2a/(b-a)}$, the inequality $2/\varepsilon\le r^k$ and the logarithm of their combination.

```lean
/-- For `0 < a < b` and `ε > 0`, the guaranteed factor `2 ((b-a)/(b+a))^k` is at most `ε`
only if `k ≥ (b-a)/(2a) · log(2/ε)`. -/
theorem guarantee_steps_necessary {a b ε : ℝ} (ha : 0 < a) (hab : a < b) (hε : 0 < ε)
    {k : ℕ} (hk : 2 * ((b - a) / (b + a)) ^ k ≤ ε) :
    (b - a) / (2 * a) * Real.log (2 / ε) ≤ k := by
  have hm : 0 < b - a := sub_pos.mpr hab
  have hs : 0 < b + a := by linarith
  have h1 : (b + a) / (b - a) ≤ Real.exp (2 * a / (b - a)) := by
    have h := Real.add_one_le_exp (2 * a / (b - a))
    have he : (b + a) / (b - a) = 2 * a / (b - a) + 1 := by
      field_simp
      ring
    rwa [he]
  have h2 : 2 / ε ≤ ((b + a) / (b - a)) ^ k := by
    have hone : ((b - a) / (b + a)) ^ k * ((b + a) / (b - a)) ^ k = 1 := by
      rw [← mul_pow, div_mul_div_cancel₀ hs.ne', div_self hm.ne', one_pow]
    have hpos : 0 ≤ ((b + a) / (b - a)) ^ k := by positivity
    rw [div_le_iff₀ hε]
    have := mul_le_mul_of_nonneg_right hk hpos
    linarith
  have h3 : Real.log (2 / ε) ≤ k * (2 * a / (b - a)) := by
    rw [Real.log_le_iff_le_exp (by positivity), Real.exp_nat_mul]
    exact h2.trans (pow_le_pow_left₀ (by positivity) h1 k)
  calc (b - a) / (2 * a) * Real.log (2 / ε)
      ≤ (b - a) / (2 * a) * (k * (2 * a / (b - a))) :=
        mul_le_mul_of_nonneg_left h3 (by positivity)
    _ = k := by field_simp

end MinresIndefinite
```

```lean
#print axioms MinresIndefinite.minres_steps_sufficient
#print axioms MinresIndefinite.guarantee_steps_necessary
```

```
'MinresIndefinite.minres_steps_sufficient' depends on axioms: [propext, Classical.choice, Quot.sound]
'MinresIndefinite.guarantee_steps_necessary' depends on axioms: [propext, Classical.choice, Quot.sound]
```
